# For film thickness 0 < D ≤ P, finite sums of plane waves of period P match arbitrary values and slopes at both faces exactly when D < P

Let $f$ be a finite complex combination of the plane waves $e^{2\pi i n z/P}$, with $n$ an integer. If $0<D<P$, the values and first derivatives of $f$ at $z=\pm D/2$ can be any four complex numbers, and any four consecutive waves suffice. If $D=P$, the attainable data are exactly those with equal values and equal slopes at the two faces, a space of dimension two.

In film LAPW, plane waves inside the film are joined to vacuum functions at its faces. In this one-dimensional model, without in-plane dependence, muffin-tin spheres or a Bloch phase along the normal, the result shows what a period larger than the film thickness gains. At $D=P$ an even $f$ must have zero slope at the faces, so it cannot match both the value and the slope of a vacuum tail whose slope there is nonzero.

## Plane waves and face data

```lean
import Mathlib

open Complex

namespace FilmPlaneWaveMatching

noncomputable section
```

Write $\kappa=2\pi i/P$, which is `iG P` in Lean, and $e_n(z)=e^{n\kappa z}$, which is `planeWave P n z`.

```lean
/-- The imaginary unit times the smallest reciprocal lattice constant, `2πi/P`. -/
def iG (P : ℝ) : ℂ := 2 * Real.pi * I / P

/-- The plane wave of index `n` and period `P` along the film normal. -/
def planeWave (P : ℝ) (n : ℤ) (z : ℝ) : ℂ := Complex.exp (n * iG P * z)
```

The trigonometric polynomials are the complex span of these waves, so every sum is finite.

```lean
/-- Trigonometric polynomials of period `P`: finite complex combinations of plane waves. -/
def trigPolys (P : ℝ) : Submodule ℂ (ℝ → ℂ) := Submodule.span ℂ (Set.range (planeWave P))
```

The face data are $v=(f(-D/2),\,f(D/2),\,f'(-D/2),\,f'(D/2))$, with components numbered from 0 to 3.

```lean
/-- Values and then slopes of `f` at the lower and upper film faces `-D/2` and `D/2`. -/
def faceData (D : ℝ) (f : ℝ → ℂ) : Fin 4 → ℂ :=
  ![f (-D / 2), f (D / 2), deriv f (-D / 2), deriv f (D / 2)]
```

The subspace `equalFaces` consists of the vectors with $v_0=v_1$ and $v_2=v_3$.

```lean
/-- Face data with equal values and equal slopes at the two faces. -/
def equalFaces : Submodule ℂ (Fin 4 → ℂ) where
  carrier := {v | v 0 = v 1 ∧ v 2 = v 3}
  zero_mem' := ⟨rfl, rfl⟩
  add_mem' := by
    rintro v w ⟨h1, h2⟩ ⟨h3, h4⟩
    exact ⟨congrArg₂ (· + ·) h1 h3, congrArg₂ (· + ·) h2 h4⟩
  smul_mem' := by
    rintro a v ⟨h1, h2⟩
    exact ⟨congrArg (a * ·) h1, congrArg (a * ·) h2⟩
```

## A nonzero period: $P\neq 0$

The period fixes the spacing of the wave numbers; for $P=0$ there is no such spacing. By hand, the condition gives $\kappa P=2\pi i$ and $\kappa\neq0$. The first identity turns phases into lengths, and the second allows a prescribed slope to be divided by $\kappa$. The main theorems obtain $P\neq0$ from their assumptions on $D$ and $P$.

```lean
lemma iG_mul {P : ℝ} (hP : P ≠ 0) : iG P * P = 2 * Real.pi * I :=
  div_mul_cancel₀ _ (Complex.ofReal_ne_zero.mpr hP)

lemma iG_ne_zero {P : ℝ} (hP : P ≠ 0) : iG P ≠ 0 :=
  div_ne_zero Complex.two_pi_I_ne_zero (Complex.ofReal_ne_zero.mpr hP)
```

Two further facts hold without this condition: $e_{m+j}=e_m e_1^{\,j}$ and $e_n'=n\kappa e_n$.

```lean
lemma planeWave_shift (P : ℝ) (m : ℤ) (j : ℕ) (z : ℝ) :
    planeWave P (m + j) z = planeWave P m z * planeWave P 1 z ^ j := by
  unfold planeWave
  rw [← Complex.exp_nat_mul, ← Complex.exp_add]
  congr 1
  push_cast
  ring

/-- The derivative of a plane wave is the wave times `i` times its wave number. -/
theorem planeWave_hasDerivAt (P : ℝ) (n : ℤ) (z : ℝ) :
    HasDerivAt (planeWave P n) (n * iG P * planeWave P n z) z := by
  have h0 : HasDerivAt (fun x : ℝ => (x : ℂ)) 1 z := by
    simpa using (hasDerivAt_id z).ofReal_comp
  have h : HasDerivAt (planeWave P n) _ z := (h0.const_mul ((n : ℂ) * iG P)).cexp
  exact h.congr_deriv (by unfold planeWave; ring)
```

## A finite sum of waves with one period: $f\in$ `trigPolys P`

This hypothesis describes a finite basis expansion along the film normal. It supplies differentiability and $f(z+P)=f(z)$. Both proofs use induction on the span: check one wave, then zero, sums and scalar multiples.

Without finiteness, a Fourier series need not be differentiable. Lean's `deriv` returns zero where no derivative exists, so the first lemma ensures that the slopes in the face data are true derivatives.

```lean
/-- Every trigonometric polynomial is differentiable. -/
theorem trigPolys_differentiable {P : ℝ} {f : ℝ → ℂ} (hf : f ∈ trigPolys P) :
    Differentiable ℝ f := by
  unfold trigPolys at hf
  induction hf using Submodule.span_induction with
  | mem x h =>
    obtain ⟨n, rfl⟩ := h
    exact fun z => (planeWave_hasDerivAt P n z).differentiableAt
  | zero => exact differentiable_const (0 : ℂ)
  | add x y _ _ hx hy => exact hx.add hy
  | smul a x _ hx => exact hx.const_smul a

/-- Every trigonometric polynomial of period `P` repeats after a shift by `P`. -/
theorem trigPolys_periodic {P : ℝ} (hP : P ≠ 0) {f : ℝ → ℂ} (hf : f ∈ trigPolys P) :
    ∀ z, f (z + P) = f z := by
  unfold trigPolys at hf
  induction hf using Submodule.span_induction with
  | mem x h =>
    obtain ⟨n, rfl⟩ := h
    intro z
    unfold planeWave
    rw [Complex.exp_eq_exp_iff_exists_int]
    exact ⟨n, by push_cast; linear_combination (n : ℂ) * iG_mul hP⟩
  | zero => intro z; rfl
  | add x y _ _ hx hy => intro z; simp only [Pi.add_apply, hx z, hy z]
  | smul a x _ hx => intro z; simp only [Pi.smul_apply, hx z]
```

## A film thinner than the period: $0<D<P$

Here $D$ is the distance between the matching planes. The two inequalities make $e_1$ take different values there. If $e^{-\kappa D/2}=e^{\kappa D/2}$, then for some integer $k$
$$-\kappa D=2\pi i k=k\kappa P,\qquad\text{so}\qquad -D=kP .$$
But $0<D<P$ forces $-1<k<0$, which no integer satisfies. The Lean proof follows the same steps, and `omega` finds the final contradiction.

```lean
/-- For a film thinner than the period, the first plane wave differs at the two faces. -/
theorem faces_distinct {P D : ℝ} (hD : 0 < D) (hDP : D < P) :
    planeWave P 1 (-D / 2) ≠ planeWave P 1 (D / 2) := by
  have hP : P ≠ 0 := (hD.trans hDP).ne'
  intro h
  unfold planeWave at h
  obtain ⟨k, hk⟩ := Complex.exp_eq_exp_iff_exists_int.mp h
  push_cast at hk
  -- equal phases would make the thickness an integer multiple of the period
  have h1 : iG P * (-(D : ℂ)) = iG P * (k * P) := by
    linear_combination hk - (k : ℂ) * iG_mul hP
  have h2 : -D = k * P := by exact_mod_cast mul_left_cancel₀ (iG_ne_zero hP) h1
  have h3 : (k : ℝ) < 0 := by
    by_contra hc
    nlinarith [mul_nonneg (not_lt.mp hc) (hD.trans hDP).le]
  have h4 : (-1 : ℝ) < k := by
    by_contra hc
    nlinarith [mul_le_mul_of_nonneg_right (not_lt.mp hc) (hD.trans hDP).le]
  have h5 : k < 0 := by exact_mod_cast h3
  have h6 : -1 < k := by exact_mod_cast h4
  omega
```

Without $D>0$, the case $D=0$ makes the faces coincide, and independent data are impossible. Without $D<P$, the case $D=P$ identifies the faces by periodicity.

The distinct values $a=e_1(-D/2)$ and $b=e_1(D/2)$ are nodes for cubic Hermite interpolation. To obtain values $p,q$ and slopes $p',q'$ at $a,b$, take
$$H(w)=p+p'(w-a)+r(w-a)^2+s(w-a)^2(w-b).$$
The conditions at $a$ hold automatically. Those at $b$ require
$$r(b-a)^2=q-p-p'(b-a),\qquad s(b-a)^2=q'-p'-2r(b-a).$$
Both can be solved because $a\neq b$. Lean expands $H$ into coefficients $c_0,\dots,c_3$ and checks the four conditions with `ring` and `linear_combination`.

```lean
/-- A complex cubic can take prescribed values and slopes at two distinct points. -/
theorem cubic_hermite {a b : ℂ} (hab : a ≠ b) (p q p' q' : ℂ) : ∃ c : Fin 4 → ℂ,
    c 0 + c 1 * a + c 2 * a ^ 2 + c 3 * a ^ 3 = p ∧
    c 0 + c 1 * b + c 2 * b ^ 2 + c 3 * b ^ 3 = q ∧
    c 1 + 2 * c 2 * a + 3 * c 3 * a ^ 2 = p' ∧
    c 1 + 2 * c 2 * b + 3 * c 3 * b ^ 2 = q' := by
  have h : (b - a) ^ 2 ≠ 0 := pow_ne_zero 2 (sub_ne_zero.mpr hab.symm)
  -- Newton form: p + p'(w-a) + r(w-a)² + s(w-a)²(w-b)
  obtain ⟨r, hr⟩ : ∃ r, r * (b - a) ^ 2 = q - p - p' * (b - a) :=
    ⟨_, div_mul_cancel₀ _ h⟩
  obtain ⟨s, hs⟩ : ∃ s, s * (b - a) ^ 2 = q' - p' - 2 * r * (b - a) :=
    ⟨_, div_mul_cancel₀ _ h⟩
  refine ⟨![p - p' * a + r * a ^ 2 - s * a ^ 2 * b,
    p' - 2 * r * a + s * (a ^ 2 + 2 * a * b), r - s * (2 * a + b), s], ?_, ?_, ?_, ?_⟩
  · change (p - p' * a + r * a ^ 2 - s * a ^ 2 * b) +
      (p' - 2 * r * a + s * (a ^ 2 + 2 * a * b)) * a +
      (r - s * (2 * a + b)) * a ^ 2 + s * a ^ 3 = p
    ring
  · change (p - p' * a + r * a ^ 2 - s * a ^ 2 * b) +
      (p' - 2 * r * a + s * (a ^ 2 + 2 * a * b)) * b +
      (r - s * (2 * a + b)) * b ^ 2 + s * b ^ 3 = q
    linear_combination hr
  · change (p' - 2 * r * a + s * (a ^ 2 + 2 * a * b)) +
      2 * (r - s * (2 * a + b)) * a + 3 * s * a ^ 2 = p'
    ring
  · change (p' - 2 * r * a + s * (a ^ 2 + 2 * a * b)) +
      2 * (r - s * (2 * a + b)) * b + 3 * s * b ^ 2 = q'
    linear_combination hs
```

Now set $f=\sum_{j=0}^3 c_j e_{m+j}=e_m H(e_1)$. Differentiation gives
$$f'=\kappa e_m\,[\,mH(e_1)+e_1H'(e_1)\,].$$
To get $f=x$ and $f'=y$ at a face, prescribe there
$$H(e_1)=\frac{x}{e_m},\qquad H'(e_1)=\frac1{e_1}\left(\frac{y}{\kappa e_m}-\frac{mx}{e_m}\right).$$
The divisions are legitimate because exponentials never vanish and $\kappa\neq0$. In the proof, the local function `s` is this slope formula, while `hval` and `hder` recover the value and derivative of $f$.

```lean
/-- For `0 < D < P`, any four consecutive plane waves can be combined to give
arbitrary values and slopes at both film faces. -/
theorem four_waves_match {P D : ℝ} (hD : 0 < D) (hDP : D < P) (m : ℤ) (v : Fin 4 → ℂ) :
    ∃ c : Fin 4 → ℂ,
      faceData D (fun z => ∑ j : Fin 4, c j * planeWave P (m + (j : ℕ)) z) = v := by
  have hk := iG_ne_zero (hD.trans hDP).ne'
  have hW : ∀ n z, planeWave P n z ≠ 0 := fun n z => Complex.exp_ne_zero _
  -- translate the wanted face data into data for a cubic in the first plane wave
  let s : ℝ → ℂ → ℂ → ℂ := fun z x y =>
    (y / (iG P * planeWave P m z) - m * (x / planeWave P m z)) / planeWave P 1 z
  obtain ⟨c, h0, h1, h2, h3⟩ := cubic_hermite (faces_distinct hD hDP)
    (v 0 / planeWave P m (-D / 2)) (v 1 / planeWave P m (D / 2))
    (s (-D / 2) (v 0) (v 2)) (s (D / 2) (v 1) (v 3))
  have e0 : ((0 : Fin 4) : ℕ) = 0 := rfl
  have e1 : ((1 : Fin 4) : ℕ) = 1 := rfl
  have e2 : ((2 : Fin 4) : ℕ) = 2 := rfl
  have e3 : ((3 : Fin 4) : ℕ) = 3 := rfl
  have alg : ∀ k A a n x y : ℂ, k ≠ 0 → A ≠ 0 → a ≠ 0 →
      k * A * (n * (x / A) + a * ((y / (k * A) - n * (x / A)) / a)) = y := by
    intro k A a n x y hk hA ha
    rw [mul_div_cancel₀ _ ha, add_sub_cancel, mul_div_cancel₀ _ (mul_ne_zero hk hA)]
  have hval : ∀ z x, c 0 + c 1 * planeWave P 1 z + c 2 * planeWave P 1 z ^ 2 +
      c 3 * planeWave P 1 z ^ 3 = x / planeWave P m z →
      ∑ j : Fin 4, c j * planeWave P (m + (j : ℕ)) z = x := by
    intro z x hx
    rw [eq_div_iff (hW m z)] at hx
    simp only [planeWave_shift, Fin.sum_univ_four, e0, e1, e2, e3]
    linear_combination hx
  have hder : ∀ z x y, c 0 + c 1 * planeWave P 1 z + c 2 * planeWave P 1 z ^ 2 +
      c 3 * planeWave P 1 z ^ 3 = x / planeWave P m z →
      c 1 + 2 * c 2 * planeWave P 1 z + 3 * c 3 * planeWave P 1 z ^ 2 = s z x y →
      deriv (fun z => ∑ j : Fin 4, c j * planeWave P (m + (j : ℕ)) z) z = y := by
    intro z x y hx hy
    have hd := HasDerivAt.fun_sum (u := Finset.univ) fun (j : Fin 4) _ =>
      (planeWave_hasDerivAt P (m + (j : ℕ)) z).const_mul (c j)
    rw [hd.deriv]
    have ha := alg (iG P) (planeWave P m z) (planeWave P 1 z) m x y hk (hW m z) (hW 1 z)
    change _ = (y / (iG P * planeWave P m z) - m * (x / planeWave P m z)) /
      planeWave P 1 z at hy
    rw [← hx] at ha hy
    rw [← hy] at ha
    simp only [planeWave_shift, Fin.sum_univ_four, e0, e1, e2, e3]
    push_cast
    linear_combination ha
  refine ⟨c, ?_⟩
  funext i
  fin_cases i
  exacts [hval _ _ h0, hval _ _ h1, hder _ _ _ h0 h2, hder _ _ _ h1 h3]
```

Taking $m=0$ gives a member of the span for every $v\in\mathbb C^4$. In the next statement, `''` denotes the image of a set, and `Set.univ` is all of $\mathbb C^4$.

```lean
/-- For `0 < D < P`, the face data of trigonometric polynomials of period `P` fill `ℂ⁴`. -/
theorem faceData_onto {P D : ℝ} (hD : 0 < D) (hDP : D < P) :
    faceData D '' (trigPolys P : Set (ℝ → ℂ)) = Set.univ := by
  refine Set.eq_univ_of_forall fun v => ?_
  obtain ⟨c, hc⟩ := four_waves_match hD hDP 0 v
  refine ⟨_, ?_, hc⟩
  have e : (fun z => ∑ j : Fin 4, c j * planeWave P (0 + (j : ℕ)) z) =
      ∑ j : Fin 4, c j • planeWave P (0 + (j : ℕ)) := by
    funext z
    simp only [Finset.sum_apply, Pi.smul_apply, smul_eq_mul]
  rw [e]
  exact Submodule.sum_mem _ fun j _ =>
    Submodule.smul_mem _ _ (Submodule.subset_span ⟨_, rfl⟩)
```

The limit $D\to P$ shows the cost of a small margin. Here $b-a=2i\sin(\pi D/P)\to0$. For a fixed choice of four consecutive waves and fixed data with unequal values or slopes, the four coefficients cannot stay bounded: a convergent subsequence would match the same data at $D=P$. This limiting argument is an addition to the formal theorems.

## Matching planes one full period apart: $D=P$

The faces are now equivalent points of the periodic cell. Periodicity gives $f(P/2)=f(-P/2)$, and differentiating $f(z+P)=f(z)$ gives equal slopes.

Conversely, let $v_0=v_1$ and $v_2=v_3$. Since $e_1(\pm P/2)=-1$, the function
$$f=\left(v_0-\frac{v_2}{\kappa}\right)e_0-\frac{v_2}{\kappa}e_1$$
has value $v_0$ and slope $v_2$ at both faces. Lean verifies these as `hv` and `hd`. The linear equivalence `E` sends $v$ to $(v_0,v_2)$, which gives dimension two.

```lean
/-- For `D = P`, the face data of trigonometric polynomials are exactly those with equal
values and equal slopes at both faces, and they form a space of dimension two. -/
theorem faceData_full_period {P : ℝ} (hP : 0 < P) :
    faceData P '' (trigPolys P : Set (ℝ → ℂ)) = (equalFaces : Set (Fin 4 → ℂ)) ∧
      Module.finrank ℂ equalFaces = 2 := by
  have e : -P / 2 + P = P / 2 := by ring
  constructor
  · ext v
    constructor
    · rintro ⟨f, hf, rfl⟩
      have hp := trigPolys_periodic hP.ne' hf
      have h1 := hp (-P / 2)
      have h2 := deriv_comp_add_const f P (-P / 2)
      rw [e] at h1
      rw [show (fun x => f (x + P)) = f from funext hp, e] at h2
      exact ⟨h1.symm, h2⟩
    · rintro ⟨h1, h2⟩
      have hk := iG_ne_zero hP.ne'
      -- the constant and the first wave already realise the data
      have up : planeWave P 1 (P / 2) = -1 := by
        unfold planeWave
        rw [← Complex.exp_pi_mul_I]
        congr 1
        push_cast
        linear_combination iG_mul hP.ne' / 2
      have mem : ∀ n, planeWave P n ∈ trigPolys P := fun n => Submodule.subset_span ⟨n, rfl⟩
      have down : planeWave P 1 (-P / 2) = -1 := by
        rw [← trigPolys_periodic hP.ne' (mem 1), e, up]
      let f : ℝ → ℂ := fun z =>
        (v 0 - v 2 / iG P) * planeWave P 0 z + (-(v 2 / iG P)) * planeWave P 1 z
      have hv : ∀ z, planeWave P 1 z = -1 → f z = v 0 := by
        intro z hz
        have hz0 : planeWave P 0 z = 1 := by simp [planeWave]
        change (v 0 - v 2 / iG P) * planeWave P 0 z + (-(v 2 / iG P)) * planeWave P 1 z = v 0
        rw [hz, hz0]
        ring
      have hd : ∀ z, planeWave P 1 z = -1 → deriv f z = v 2 := by
        intro z hz
        have h := ((planeWave_hasDerivAt P 0 z).const_mul (v 0 - v 2 / iG P)).fun_add
          ((planeWave_hasDerivAt P 1 z).const_mul (-(v 2 / iG P)))
        refine h.deriv.trans ?_
        rw [hz]
        push_cast
        linear_combination div_mul_cancel₀ (v 2) hk
      refine ⟨f, Submodule.add_mem _ (Submodule.smul_mem _ _ (mem 0))
        (Submodule.smul_mem _ _ (mem 1)), ?_⟩
      funext i
      fin_cases i
      exacts [hv _ down, (hv _ up).trans h1, hd _ down, (hd _ up).trans h2]
  · -- one common value and one common slope are free
    let E : equalFaces ≃ₗ[ℂ] ℂ × ℂ :=
      { toFun := fun v => (v.1 0, v.1 2)
        invFun := fun p => ⟨![p.1, p.1, p.2, p.2], rfl, rfl⟩
        map_add' := fun _ _ => rfl
        map_smul' := fun _ _ => rfl
        left_inv := by
          rintro ⟨v, h1, h2⟩
          apply Subtype.ext
          funext i
          fin_cases i
          exacts [rfl, h1, rfl, h2]
        right_inv := fun _ => rfl }
    rw [E.finrank_eq, Module.finrank_prod, Module.finrank_self]
```

Without $D=P$, the equalities are no longer forced: for $0<D<P$ the theorem `faceData_onto` gives all of $\mathbb C^4$.

## No film thicker than the period: $D\le P$

This bound keeps the film within one period. It leaves only $D<P$, where all data occur, and $D=P$, where $(1,0,0,0)$ does not. The proof uses that vector: membership in `equalFaces` would give $1=0$.

Without the bound, the criterion fails. For $P<D<2P$ the equation $-D=kP$ again has no integer solution, so the same interpolation reaches all face data although $D>P$.

```lean
/-- For `0 < D ≤ P`, all face data can be matched if and only if `D < P`. -/
theorem faceData_onto_iff {P D : ℝ} (hD : 0 < D) (hDP : D ≤ P) :
    faceData D '' (trigPolys P : Set (ℝ → ℂ)) = Set.univ ↔ D < P := by
  refine ⟨fun h => lt_of_le_of_ne hDP ?_, faceData_onto hD⟩
  rintro rfl
  rw [(faceData_full_period hD).1] at h
  have hm : (![1, 0, 0, 0] : Fin 4 → ℂ) ∈ (equalFaces : Set (Fin 4 → ℂ)) :=
    h ▸ Set.mem_univ _
  exact one_ne_zero (α := ℂ) hm.1

end

end FilmPlaneWaveMatching
```

```lean
#print axioms FilmPlaneWaveMatching.trigPolys_differentiable
#print axioms FilmPlaneWaveMatching.four_waves_match
#print axioms FilmPlaneWaveMatching.faceData_onto_iff
```

```
'FilmPlaneWaveMatching.trigPolys_differentiable' depends on axioms: [propext, Classical.choice, Quot.sound]
'FilmPlaneWaveMatching.four_waves_match' depends on axioms: [propext, Classical.choice, Quot.sound]
'FilmPlaneWaveMatching.faceData_onto_iff' depends on axioms: [propext, Classical.choice, Quot.sound]
```
